# Stockholder weights on a line have slopes of at most $a/2$ if the logarithmic slopes of the proatoms stay within $\pm a$

Hirshfeld's method divides the electron density of a molecule among its atoms. At each point, every atom receives a share in proportion to the density that its isolated reference atom, the proatom, would place there. Along a bond, the share of the first atom typically falls from a large value close to its own nucleus to a small one close to the other. How abruptly can it fall?

The answer below holds for finitely many positive, differentiable proatoms on a line, each with a slope whose absolute value is at most $a$ times its own density. No share then changes faster than $a/2$ per unit length. The constant $a$ is an inverse length and stands for the fastest relative decay of any proatom. For the hydrogen 1s density, proportional to $e^{-2r/a_0}$ with $r$ the distance from the nucleus and $a_0$ the Bohr radius, it is $a=2/a_0$, so if all proatoms are hydrogen atoms, the shares change by at most one per bohr.

The result bears on Hirshfeld analysis of computed densities, followed along one line with fixed proatoms. The step to real atoms that the hypotheses leave open is the nucleus itself: in the usual nonrelativistic model with point nuclei, an atomic density has a cusp there, so it is not differentiable on a line through that point. Proatoms built from Gaussian functions, common in computations, are smooth, but their logarithmic slopes grow without limit far from the nucleus. For them a constant $a$ exists only on a bounded stretch of the line, where the local bound below still applies at each point.

## Shares of a promolecule

```lean
import Mathlib

open Finset

namespace StockholderSlope

noncomputable section

variable {ι : Type*} [Fintype ι]
```

The type `ι` is the set of atom labels, and `Fintype ι` says that it is finite.

```lean
/-- The promolecular density: the sum of all proatom densities at the point `x`. -/
def promolecule (r : ι → ℝ → ℝ) (x : ℝ) : ℝ := ∑ B, r B x
```

A family of proatoms has the type `ι → ℝ → ℝ`: give it a label $B$ and a position $x$, and it returns the density $r_B(x)$. From here on, $r$ is a density, often written $\rho$ in textbooks, and not a distance. The promolecule is the sum

$$P(x)=\sum_B r_B(x).$$

```lean
/-- The stockholder weight of atom `A`: its share of the promolecular density, meant for
points where the promolecular density is not zero. -/
def weight (r : ι → ℝ → ℝ) (A : ι) (x : ℝ) : ℝ := r A x / promolecule r x
```

The stockholder weight of atom $A$ is its share, $w_A(x)=r_A(x)/P(x)$. The molecular density does not enter: the weights depend on the proatoms alone.

## The slope of a weight at one point

```lean
/-- For proatoms positive and differentiable at `x`, the slope of a stockholder weight is the
weight times the difference between the logarithmic slopes of proatom and promolecule. -/
theorem weight_hasDerivAt (r : ι → ℝ → ℝ) (A : ι) (x : ℝ)
    (hpos : ∀ B, 0 < r B x) (hd : ∀ B, DifferentiableAt ℝ (r B) x) :
    HasDerivAt (weight r A)
      (weight r A x *
        (deriv (r A) x / r A x - (∑ B, deriv (r B) x) / promolecule r x)) x := by
  have hP : HasDerivAt (promolecule r) (∑ B, deriv (r B) x) x :=
    HasDerivAt.fun_sum fun B _ => (hd B).hasDerivAt
  have hP0 : promolecule r x ≠ 0 :=
    (Finset.sum_pos (fun B _ => hpos B) ⟨A, Finset.mem_univ A⟩).ne'
  have hA : r A x ≠ 0 := (hpos A).ne'
  -- the quotient rule, rewritten with logarithmic slopes
  have h := (hd A).hasDerivAt.fun_div hP hP0
  refine HasDerivAt.congr_deriv h ?_
  unfold weight
  rw [div_sub_div _ _ hA hP0, div_mul_div_comm,
    div_eq_div_iff (pow_ne_zero 2 hP0) (mul_ne_zero hP0 (mul_ne_zero hA hP0))]
  ring
```

The hypotheses `hpos` and `hd` say that all proatoms are positive and differentiable at the one point $x$. The conclusion `HasDerivAt f d x` means that the function `f` has the derivative `d` at `x`. With primes for derivatives, the quotient rule gives

$$w_A'=\frac{r_A'P-r_AP'}{P^2}=\frac{r_A}{P}\left(\frac{r_A'}{r_A}-\frac{P'}{P}\right),\qquad P'=\sum_B r_B'.$$

A weight therefore changes only where its proatom and the promolecule have different logarithmic slopes.

In the proof, `hP` differentiates the sum term by term. `hP0` records that $P\neq0$, since $P$ is a sum of positive terms that includes at least $r_A$. The quotient rule is `fun_div`, and the remaining lines clear denominators to show that its result equals the form with logarithmic slopes.

```lean
/-- Local bound: if at `x` all proatoms are positive and differentiable with slopes at most `a`
times their densities, the slope of the weight `w` is at most `2 a w (1 - w)` in absolute value. -/
theorem abs_deriv_weight_le_local (r : ι → ℝ → ℝ) (A : ι) (a x : ℝ)
    (hpos : ∀ B, 0 < r B x) (hd : ∀ B, DifferentiableAt ℝ (r B) x)
    (h : ∀ B, |deriv (r B) x| ≤ a * r B x) :
    |deriv (weight r A) x| ≤ 2 * a * (weight r A x * (1 - weight r A x)) := by
  classical
  -- the two-body estimate: density `R` and slope `D` of the atom, `S` and `E` of the rest
  have key : ∀ R S D E : ℝ, 0 < R → 0 ≤ S → |D| ≤ a * R → |E| ≤ a * S →
      |R / (R + S) * (D / R - (D + E) / (R + S))|
        ≤ 2 * a * (R / (R + S) * (1 - R / (R + S))) := by
    intro R S D E hR hS hD hE
    have hP : 0 < R + S := by linarith
    have hP2 : 0 < (R + S) ^ 2 := by positivity
    have e1 : R / (R + S) * (D / R - (D + E) / (R + S))
        = (D * S - R * E) / (R + S) ^ 2 := by
      rw [div_sub_div _ _ hR.ne' hP.ne', div_mul_div_comm,
        div_eq_div_iff (mul_ne_zero hP.ne' (mul_ne_zero hR.ne' hP.ne')) hP2.ne']
      ring
    have e2 : 2 * a * (R / (R + S) * (1 - R / (R + S)))
        = (2 * a * (R * S)) / (R + S) ^ 2 := by
      rw [one_sub_div hP.ne', div_mul_div_comm, ← mul_div_assoc,
        div_eq_div_iff (mul_ne_zero hP.ne' hP.ne') hP2.ne']
      ring
    rw [e1, e2, abs_div, abs_of_pos hP2]
    have hnum : |D * S - R * E| ≤ 2 * a * (R * S) := by
      obtain ⟨hD1, hD2⟩ := abs_le.1 hD
      obtain ⟨hE1, hE2⟩ := abs_le.1 hE
      have m1 := mul_le_mul_of_nonneg_right hD1 hS
      have m2 := mul_le_mul_of_nonneg_right hD2 hS
      have m3 := mul_le_mul_of_nonneg_left hE1 hR.le
      have m4 := mul_le_mul_of_nonneg_left hE2 hR.le
      rw [abs_le]
      constructor <;> nlinarith
    gcongr
  -- separate atom `A` from the other atoms
  have hS : 0 ≤ ∑ B ∈ univ.erase A, r B x := Finset.sum_nonneg fun B _ => (hpos B).le
  have hE : |∑ B ∈ univ.erase A, deriv (r B) x| ≤ a * ∑ B ∈ univ.erase A, r B x := by
    rw [Finset.mul_sum]
    exact (Finset.abs_sum_le_sum_abs _ _).trans (Finset.sum_le_sum fun B _ => h B)
  have eP : promolecule r x = r A x + ∑ B ∈ univ.erase A, r B x :=
    (Finset.add_sum_erase univ (fun B => r B x) (Finset.mem_univ A)).symm
  have eD : ∑ B, deriv (r B) x = deriv (r A) x + ∑ B ∈ univ.erase A, deriv (r B) x :=
    (Finset.add_sum_erase univ (fun B => deriv (r B) x) (Finset.mem_univ A)).symm
  rw [(weight_hasDerivAt r A x hpos hd).deriv]
  unfold weight
  rw [eP, eD]
  exact key _ _ _ _ (hpos A) hS (h A) hE
```

The new hypothesis `h` is $|r_B'(x)|\le a\,r_B(x)$ for every atom $B$. The conclusion is

$$|w_A'|\le 2a\,w_A(1-w_A).$$

To derive it, separate atom $A$ from the rest. Let $R=r_A$ and $D=r_A'$, and let $S$ and $E$ be the sums of $r_B$ and $r_B'$ over all $B\neq A$. If $A$ is the only atom, both sums are zero. The triangle inequality gives

$$|E|\le\sum_{B\ne A}|r_B'|\le aS.$$

Since $P=R+S$ and $P'=D+E$, the slope becomes

$$w_A'=\frac{D(R+S)-R(D+E)}{(R+S)^2}=\frac{DS-RE}{(R+S)^2}.$$

The numerator satisfies $|DS-RE|\le|D|S+R|E|\le 2aRS$. With $w_A=R/(R+S)$ and $1-w_A=S/(R+S)$,

$$|w_A'|\le\frac{2aRS}{(R+S)^2}=2a\,w_A(1-w_A).$$

The bound is small wherever one atom dominates, because then $w_A$ is close to one or to zero. It needs differentiability only at $x$, so it also applies between the cusps of real proatoms.

The Lean proof first establishes the estimate for four plain numbers, under the name `key`. There `e1` and `e2` write both sides over $(R+S)^2$, and `hnum` bounds the numerator. For this it splits each absolute value into two inequalities, multiplies them by $S$ or $R$ (`m1` to `m4`) and lets `nlinarith` combine them. The step `gcongr` then divides by the common denominator. The second half of the proof splits atom $A$ off the sums and applies `key`.

## Bounds along the whole line

```lean
/-- For positive differentiable proatoms whose slopes never exceed `a` times their densities,
every stockholder weight is differentiable with slope at most `a / 2` in absolute value. -/
theorem abs_deriv_weight_le (r : ι → ℝ → ℝ) (a : ℝ)
    (hpos : ∀ B x, 0 < r B x) (hd : ∀ B, Differentiable ℝ (r B))
    (h : ∀ B x, |deriv (r B) x| ≤ a * r B x) (A : ι) :
    Differentiable ℝ (weight r A) ∧ ∀ x, |deriv (weight r A) x| ≤ a / 2 := by
  refine ⟨fun x => (weight_hasDerivAt r A x (fun B => hpos B x)
    (fun B => hd B x)).differentiableAt, fun x => ?_⟩
  have hloc := abs_deriv_weight_le_local r A a x (fun B => hpos B x)
    (fun B => hd B x) (fun B => h B x)
  have h0 : 0 ≤ a * r A x := (abs_nonneg _).trans (h A x)
  have ha : 0 ≤ a := le_of_not_gt fun hn => by
    linarith [mul_neg_of_neg_of_pos hn (hpos A x)]
  -- `w (1 - w)` is at most one quarter
  nlinarith [mul_nonneg ha (sq_nonneg (weight r A x - 1 / 2))]
```

Now the hypotheses hold at every $x$, and the slope condition is again $|r_B'(x)|\le a\,r_B(x)$, with the absolute value. The conclusion has two parts, joined by `∧`: each weight is differentiable everywhere, and its slope is at most $a/2$ in absolute value. The first part gives the second its meaning, because Mathlib's `deriv` returns 0 where no derivative exists.

By hand, first note that $0\le|r_A'|\le a\,r_A$ with $r_A>0$ forces $a\ge0$. This is `ha` in the proof, so the sign of $a$ need not be assumed. Then

$$w_A(1-w_A)=\tfrac14-\left(w_A-\tfrac12\right)^2\le\tfrac14,$$

and the local bound gives $|w_A'|\le 2a\cdot\tfrac14=a/2$. The final `nlinarith` does this step, with $a(w_A-\tfrac12)^2\ge0$ supplied to it.

It is not enough to impose the slope condition only on the atom whose weight is studied. Take $a>0$ and two proatoms, $r_A=1$ and $r_B=e^{4ax}$. The first satisfies the condition and the second violates it. The weight $w_A=1/(1+e^{4ax})$ has slope $-a$ at $x=0$, twice the allowed size. A steep neighbour makes the share of a flat atom steep.

```lean
/-- For positive differentiable proatoms whose slopes never exceed `a` times their densities in
absolute value, a stockholder weight changes between two points by at most `a / 2` times their
distance. -/
theorem abs_weight_sub_le (r : ι → ℝ → ℝ) (a : ℝ)
    (hpos : ∀ B x, 0 < r B x) (hd : ∀ B, Differentiable ℝ (r B))
    (h : ∀ B x, |deriv (r B) x| ≤ a * r B x) (A : ι) (x y : ℝ) :
    |weight r A y - weight r A x| ≤ a / 2 * |y - x| := by
  obtain ⟨hw, hb⟩ := abs_deriv_weight_le r a hpos hd h A
  exact Convex.norm_image_sub_le_of_norm_deriv_le (fun z _ => hw z) (fun z _ => hb z)
    convex_univ (Set.mem_univ x) (Set.mem_univ y)
```

For two points $x$ and $y$ this reads

$$|w_A(y)-w_A(x)|\le\frac a2\,|y-x|.$$

For $x\neq y$, the mean value theorem gives a point $\xi$ between them with $w_A(y)-w_A(x)=w_A'(\xi)(y-x)$, and $|w_A'(\xi)|\le a/2$. For $x=y$ both sides are zero. Lean applies Mathlib's mean value inequality for convex sets, with the whole line as the set.

In a Hirshfeld calculation, the program evaluates the proatoms at each grid point, forms $w_A$, and adds up $w_A$ times the molecular density times the integration weight of the point. The total is the electron population of atom $A$, and the nuclear charge minus this population is its atomic charge. Along a line of grid points with a spacing of 0.1 bohr and $a=2$ per bohr, the value for hydrogen proatoms, the estimate says that $w_A$ changes by at most 0.1 from one point to the next. Heavier atoms need a larger $a$ on a line through their nuclei: close to a point nucleus of atomic number $Z$, the density of a spherical proatom falls at a relative rate of about $2Z$ per bohr. Farther out, where the densities fall more slowly, the local bound holds with a smaller $a$.

## Where a slope of size $a/2$ can occur

```lean
/-- Equality case: let `a > 0` and let all proatoms be positive and differentiable at `x` with
slopes at most `a` times their densities. If a weight has slope `± a / 2` at `x`, it is `1 / 2`
there. -/
theorem weight_eq_half_of_extremal (r : ι → ℝ → ℝ) (A : ι) (a x : ℝ) (ha : 0 < a)
    (hpos : ∀ B, 0 < r B x) (hd : ∀ B, DifferentiableAt ℝ (r B) x)
    (h : ∀ B, |deriv (r B) x| ≤ a * r B x)
    (hext : |deriv (weight r A) x| = a / 2) : weight r A x = 1 / 2 := by
  have hloc := abs_deriv_weight_le_local r A a x hpos hd h
  rw [hext] at hloc
  have h2 : a * (weight r A x - 1 / 2) ^ 2 ≤ 0 := by nlinarith
  have h3 : (weight r A x - 1 / 2) ^ 2 ≤ 0 :=
    le_of_not_gt fun hc => by linarith [mul_pos ha hc]
  have h4 : weight r A x - 1 / 2 = 0 :=
    (pow_eq_zero_iff two_ne_zero).1 (le_antisymm h3 (sq_nonneg _))
  linarith
```

This theorem works at a single point again and assumes $a>0$. The hypothesis `hext` says that the slope has the extreme size $a/2$, and the conclusion is $w_A(x)=\tfrac12$: atom $A$ holds exactly half of the promolecular density there. Inserting the extreme slope into the local bound gives

$$\frac a2\le 2a\,w_A(1-w_A)=\frac a2-2a\left(w_A-\tfrac12\right)^2.$$

Hence $a(w_A-\tfrac12)^2\le0$, which is `h2`. Dividing by $a>0$ gives `h3`, and a square that is not positive must vanish, which is `h4`.

For $a=0$ the conclusion can fail. Constant proatoms 1 and 3 have weights $\tfrac14$ and $\tfrac34$, and the slopes of both equal $a/2=0$.

## Two exponential tails that reach the bound

```lean
/-- The pair of exponential proatoms `exp (-a x)` and `exp (a x)`. -/
def expPair (a : ℝ) (B : Fin 2) (x : ℝ) : ℝ := Real.exp (![-a, a] B * x)
```

The labels are now the two elements 0 and 1 of `Fin 2`, and `![-a, a]` is the list with entry $-a$ at 0 and $a$ at 1. The proatoms are therefore $r_0(x)=e^{-ax}$ and $r_1(x)=e^{ax}$.

For $a>0$ they model the region between two equal atoms, with the origin at the midpoint. The tail of the left atom decays to the right, and that of the right atom decays to the left. A common prefactor would cancel in the weights. Continued over the whole line, each function grows without limit on one side, so neither is a normalisable atomic density.

```lean
/-- The two exponential proatoms have the constant logarithmic slopes `-a` and `a`. -/
theorem expPair_hasDerivAt (a : ℝ) (B : Fin 2) (x : ℝ) :
    HasDerivAt (expPair a B) (![-a, a] B * expPair a B x) x := by
  have h := ((hasDerivAt_id' x).const_mul (![-a, a] B)).exp
  refine HasDerivAt.congr_deriv h ?_
  change Real.exp (![-a, a] B * x) * (![-a, a] B * 1)
    = ![-a, a] B * Real.exp (![-a, a] B * x)
  ring
```

The chain rule gives $r_0'=-a\,r_0$ and $r_1'=a\,r_1$. The Lean proof differentiates the exponent, applies the rule for the exponential and reorders the factors.

```lean
/-- For `a > 0` the exponential pair is positive and differentiable, and its slopes are at most
`a` times its densities. -/
theorem expPair_witness (a : ℝ) (ha : 0 < a) :
    (∀ B x, 0 < expPair a B x) ∧ (∀ B, Differentiable ℝ (expPair a B)) ∧
      ∀ B x, |deriv (expPair a B) x| ≤ a * expPair a B x := by
  refine ⟨fun B x => Real.exp_pos _,
    fun B x => (expPair_hasDerivAt a B x).differentiableAt, fun B x => ?_⟩
  have hs : |![-a, a] B| = a := by fin_cases B <;> simp [abs_of_pos ha]
  have hp : 0 < expPair a B x := Real.exp_pos _
  rw [(expPair_hasDerivAt a B x).deriv, abs_mul, hs, abs_of_pos hp]
```

For $a>0$ the pair meets all three hypotheses of the uniform bound. Exponentials are positive and differentiable, and $|r_B'|=a\,r_B$ holds with equality at every point. The line `hs` checks $|\pm a|=a$ for each of the two labels.

```lean
/-- Sharpness: for `a > 0` both stockholder weights of the exponential pair have slope of
absolute value exactly `a / 2` at the origin. -/
theorem expPair_attains (a : ℝ) (ha : 0 < a) (A : Fin 2) :
    |deriv (weight (expPair a) A) 0| = a / 2 := by
  have hs : |![-a, a] A| = a := by fin_cases A <;> simp [abs_of_pos ha]
  have h1 : ∀ B, expPair a B 0 = 1 := fun B => by simp [expPair]
  have hd : ∀ B, deriv (expPair a B) 0 = ![-a, a] B := fun B => by
    rw [(expPair_hasDerivAt a B 0).deriv, h1, mul_one]
  -- at the origin the densities agree and the promolecule is flat
  have hP : promolecule (expPair a) 0 = 2 := by
    rw [promolecule, Fin.sum_univ_two, h1, h1]
    norm_num
  have hsum : ∑ B, deriv (expPair a B) 0 = 0 := by
    rw [Fin.sum_univ_two, hd, hd]
    simp
  rw [(weight_hasDerivAt (expPair a) A 0 (fun B => Real.exp_pos _)
    (fun B => (expPair_hasDerivAt a B 0).differentiableAt)).deriv,
    hsum, weight, hP, h1, hd, zero_div, sub_zero, div_one, abs_mul, hs,
    abs_of_pos (by norm_num : (0 : ℝ) < 1 / 2)]
  ring

end

end StockholderSlope
```

Both weights of the pair have a slope of size exactly $a/2$ at the origin, so the constant in the uniform bound cannot be lowered for any $a>0$. The computation takes a few values:

$$r_0(0)=r_1(0)=1,\qquad P(0)=2,\qquad P'(0)=-a+a=0.$$

Both weights are $\tfrac12$, as the equality case requires, and the slope formula gives

$$w_0'(0)=\tfrac12(-a-0)=-\frac a2,\qquad w_1'(0)=\tfrac12(a-0)=\frac a2.$$

In the proof, `h1` and `hd` supply the densities and slopes at the origin, while `hP` and `hsum` supply $P(0)$ and $P'(0)$. The closing `rw` inserts them into `weight_hasDerivAt`. At the midpoint the promolecule is flat, while the two proatoms change at the greatest permitted relative rate in opposite directions.

```lean
#print axioms StockholderSlope.abs_weight_sub_le
#print axioms StockholderSlope.weight_eq_half_of_extremal
#print axioms StockholderSlope.expPair_attains
```

```
'StockholderSlope.abs_weight_sub_le' depends on axioms: [propext, Classical.choice, Quot.sound]
'StockholderSlope.weight_eq_half_of_extremal' depends on axioms: [propext, Classical.choice, Quot.sound]
'StockholderSlope.expPair_attains' depends on axioms: [propext, Classical.choice, Quot.sound]
```
